# The n-fold forward difference quotient as a value of the n-th derivative

Let $f(x)$ be the energy of a molecule in a static field of strength $x$, known at $x$, $x+h$ and $x+2h$ with $h>0$. If $f$ is twice continuously differentiable, put $d(y)=f(y+h)-f(y)$ and use the mean value theorem twice:

$$f(x+2h)-2f(x+h)+f(x)=d(x+h)-d(x)=h\,d'(\xi)=h\,[f'(\xi+h)-f'(\xi)]=h^2f''(c).$$

Here $x<\xi<x+h$ and $\xi<c<\xi+h$, so $c$ lies strictly between $x$ and $x+2h$. The problems below extend this to $n$ differences.

```lean
import Mathlib

open Finset Filter Topology

namespace FiniteDifferenceMeanValue

noncomputable section
```

For a natural number $n$, write

$$\Delta_h^n f(x)=\sum_{k=0}^{n}(-1)^{n-k}\binom nk f(x+kh).$$

In Lean this is `forwardDifference n h f x`, not yet divided by $h^n$. The function is real-valued with one real parameter, `iteratedDeriv n f` is $f^{(n)}$, and `ContDiff ℝ n f` says that $f$ is $n$ times continuously differentiable on the whole line. For $n\ge1$ this smoothness excludes a kink in the energy, such as a ground-state level crossing can produce; for $n=0$ it is only continuity. An energy curve defined only for positive bond lengths does not meet the whole-line hypothesis of the Lean theorems, but the arguments by hand in (c) and (d) need the smoothness only on an open interval containing all the sampled points.

```lean
/-- The `n`-fold forward difference of `f` at `x` with step `h`: the sum of the values
`f (x + k h)`, `k = 0, …, n`, weighted by binomial coefficients of alternating sign. -/
def forwardDifference (n : ℕ) (h : ℝ) (f : ℝ → ℝ) (x : ℝ) : ℝ :=
  ∑ k ∈ range (n + 1), (-1) ^ (n - k) * (n.choose k : ℝ) * f (x + k * h)
```

## (a) Splitting off one difference

Show that, with $d(y)=f(y+h)-f(y)$,

$$\Delta_h^{n+1}f(x)=\Delta_h^n d(x).$$

**Solution.** On the right, $f(x+jh)$ has the coefficient

$$(-1)^{n-j+1}\binom n{j-1}-(-1)^{n-j}\binom nj=(-1)^{n+1-j}\binom{n+1}{j}$$

by Pascal's rule, with binomials outside their range set to zero.

Lean replaces this count by Mathlib's `fwdDiff_iter_eq_sum_shift`, which identifies the stencil with the iterated one-step difference operator. Both sides are then the same iterate.

```lean
/-- The `(n+1)`-fold forward difference of `f` is the `n`-fold forward difference of the
one-step difference `f (y + h) - f y`. -/
theorem forwardDifference_succ (n : ℕ) (h : ℝ) (f : ℝ → ℝ) (x : ℝ) :
    forwardDifference (n + 1) h f x
      = forwardDifference n h (fun y => f (y + h) - f y) x := by
  -- the stencil is the iterate of the one-step difference operator
  have key : ∀ (m : ℕ) (g : ℝ → ℝ),
      forwardDifference m h g x = (fwdDiff h)^[m] g x := by
    intro m g
    rw [fwdDiff_iter_eq_sum_shift]
    unfold forwardDifference
    refine Finset.sum_congr rfl fun k _ => ?_
    simp [zsmul_eq_mul, nsmul_eq_mul]
  exact (key (n + 1) f).trans (key n (fun y => f (y + h) - f y)).symm
```

## (b) Differentiating a difference

For $f$ of class $C^n$, show that

$$d^{(n)}(y)=f^{(n)}(y+h)-f^{(n)}(y).$$

**Solution.** The case $n=0$ is the definition of $d$. If the formula holds for $n$ and $f$ is of class $C^{n+1}$, differentiate once more; the shift $y\mapsto y+h$ has derivative 1. The Lean induction does the same, with `HasDerivAt.comp_add_const` for the shifted term.

```lean
/-- For an `n` times continuously differentiable `f`, the `n`-th derivative of the one-step
difference is the one-step difference of the `n`-th derivative. -/
theorem iteratedDeriv_difference (n : ℕ) (h : ℝ) (f : ℝ → ℝ) (hf : ContDiff ℝ n f) :
    iteratedDeriv n (fun y => f (y + h) - f y)
      = fun y => iteratedDeriv n f (y + h) - iteratedDeriv n f y := by
  induction n with
  | zero => simp [iteratedDeriv_zero]
  | succ n ih =>
    have hd : Differentiable ℝ (iteratedDeriv n f) :=
      hf.differentiable_iteratedDeriv n (by exact_mod_cast Nat.lt_succ_self n)
    have e : iteratedDeriv (n + 1) f = deriv (iteratedDeriv n f) := iteratedDeriv_succ
    rw [e, iteratedDeriv_succ, ih (hf.of_le (by exact_mod_cast Nat.le_succ n))]
    funext y
    exact ((HasDerivAt.comp_add_const y h (hd (y + h)).hasDerivAt).fun_sub
      (hd y).hasDerivAt).deriv
```

## (c) The intermediate point

Let $n\ge1$, $h>0$ and $f$ be of class $C^n$. Find $\xi$ with

$$\Delta_h^n f(x)=h^n f^{(n)}(\xi),\qquad x<\xi<x+nh.$$

**Solution.** Use induction from $n=0$, allowing the closed interval there: $\Delta_h^0f(x)=f(x)$, so $\xi=x$. For the step, let $f$ be of class $C^{n+1}$ and apply the $n$-fold result to $d$. With (a) and (b), some $\xi\in[x,x+nh]$ satisfies

$$\Delta_h^{n+1}f(x)=h^n\,[f^{(n)}(\xi+h)-f^{(n)}(\xi)]=h^{n+1}f^{(n+1)}(c),$$

where the mean value theorem gives $\xi<c<\xi+h$. Hence $x<c<x+(n+1)h$.

The device that carries this in Lean is the auxiliary claim `key`, where $m$ and $g$ stand for $n$ and $f$. Because `key` quantifies over `g` after `m`, the induction hypothesis `ih` holds for every function of class $C^m$ and can be applied to the difference of `g`. A hypothesis about one fixed function would not allow this. The clause `1 ≤ m → …` holds vacuously at zero and records the strict bounds afterwards. `exists_deriv_eq_slope` is the mean value theorem.

```lean
/-- Mean-value form of the forward difference: for `n ≥ 1`, `h > 0` and `f` `n` times
continuously differentiable, the `n`-fold forward difference equals `h ^ n` times the `n`-th
derivative of `f` at some point strictly between `x` and `x + n h`. -/
theorem forwardDifference_eq_iteratedDeriv (n : ℕ) (hn : 1 ≤ n) (h : ℝ) (hh : 0 < h)
    (f : ℝ → ℝ) (hf : ContDiff ℝ n f) (x : ℝ) :
    ∃ ξ ∈ Set.Ioo x (x + n * h),
      forwardDifference n h f x = h ^ n * iteratedDeriv n f ξ := by
  -- the induction starts at n = 0, where only the closed interval is available
  have key : ∀ (m : ℕ) (g : ℝ → ℝ), ContDiff ℝ m g →
      ∃ ξ, x ≤ ξ ∧ ξ ≤ x + m * h ∧ (1 ≤ m → x < ξ ∧ ξ < x + m * h) ∧
        forwardDifference m h g x = h ^ m * iteratedDeriv m g ξ := by
    intro m
    induction m with
    | zero =>
      intro g _
      exact ⟨x, le_rfl, by simp, fun h0 => absurd h0 (by norm_num),
        by simp [forwardDifference]⟩
    | succ m ih =>
      intro g hg
      have hg' : ContDiff ℝ m g := hg.of_le (by exact_mod_cast Nat.le_succ m)
      have hgd : ContDiff ℝ m (fun y => g (y + h) - g y) :=
        (hg'.comp (contDiff_id.add contDiff_const)).sub hg'
      obtain ⟨ξ, h1, h2, -, e⟩ := ih _ hgd
      have e' : forwardDifference m h (fun y => g (y + h) - g y) x
          = h ^ m * (iteratedDeriv m g (ξ + h) - iteratedDeriv m g ξ) := by
        rw [e, iteratedDeriv_difference m h g hg']
      have hd : Differentiable ℝ (iteratedDeriv m g) :=
        hg.differentiable_iteratedDeriv m (by exact_mod_cast Nat.lt_succ_self m)
      -- the ordinary mean value theorem supplies the last derivative
      obtain ⟨c, hcI, hc⟩ := exists_deriv_eq_slope (iteratedDeriv m g)
        (show ξ < ξ + h by linarith) hd.continuous.continuousOn hd.differentiableOn
      have hc' : iteratedDeriv m g (ξ + h) - iteratedDeriv m g ξ
          = h * deriv (iteratedDeriv m g) c := by
        rw [hc, add_sub_cancel_left]
        field_simp
      have hl : x < c := lt_of_le_of_lt h1 hcI.1
      have hr : c < x + ((m + 1 : ℕ) : ℝ) * h := by
        have := hcI.2
        push_cast
        linarith
      refine ⟨c, hl.le, hr.le, fun _ => ⟨hl, hr⟩, ?_⟩
      rw [forwardDifference_succ, e', iteratedDeriv_succ]
      linear_combination h ^ m * hc'
  obtain ⟨ξ, -, -, hI, e⟩ := key n f hf
  exact ⟨ξ, hI hn, e⟩
```

## (d) The centred second difference

For $h>0$ and $f$ of class $C^2$, find $\xi\in(x-h,x+h)$ with

$$f(x+h)-2f(x)+f(x-h)=h^2f''(\xi).$$

**Solution.** Apply (c) with $n=2$ at the starting point $x-h$, and expand the stencil.

For an energy depending on one parameter, the finite-difference force constant, or minus the static polarisability, is thus the exact second derivative at a displacement or field within $h$ of the centre. This concerns exact values of $f$: computed energies also carry convergence and rounding errors, which division by $h^2$ magnifies at small steps.

```lean
/-- For `h > 0` and a twice continuously differentiable `f`, the centred second difference
equals `h ^ 2` times the second derivative at some point strictly between `x - h` and
`x + h`. -/
theorem centred_second_difference (h : ℝ) (hh : 0 < h) (f : ℝ → ℝ)
    (hf : ContDiff ℝ 2 f) (x : ℝ) :
    ∃ ξ ∈ Set.Ioo (x - h) (x + h),
      f (x + h) - 2 * f x + f (x - h) = h ^ 2 * iteratedDeriv 2 f ξ := by
  obtain ⟨ξ, hξ, e⟩ := forwardDifference_eq_iteratedDeriv 2 (by norm_num) h hh f
    (by exact_mod_cast hf) (x - h)
  have b : x - h + 2 * h = x + h := by ring
  have expand : forwardDifference 2 h f (x - h) = f (x + h) - 2 * f x + f (x - h) := by
    simp [forwardDifference, Finset.sum_range_succ, b]
    ring
  refine ⟨ξ, ⟨hξ.1, ?_⟩, expand.symm.trans e⟩
  have := hξ.2
  push_cast at this
  linarith
```

## (e) Shrinking the step

For $f$ of class $C^n$, show that

$$\lim_{h\to0^+}\frac{\Delta_h^nf(x)}{h^n}=f^{(n)}(x).$$

**Solution.** For $n=0$ the quotient is $f(x)$. For $n\ge1$ it equals $f^{(n)}(\xi)$ with $|\xi-x|<nh$. Given $\varepsilon>0$, continuity of $f^{(n)}$ supplies a $\delta$, and $h<\delta/n$ suffices. In Lean, `𝓝[>] 0` expresses the approach from above.

```lean
/-- For an `n` times continuously differentiable `f`, the `n`-fold forward difference divided
by `h ^ n` tends to the `n`-th derivative at `x` as the step `h` tends to zero from above. -/
theorem tendsto_forwardDifference_div (n : ℕ) (f : ℝ → ℝ) (hf : ContDiff ℝ n f) (x : ℝ) :
    Tendsto (fun h => forwardDifference n h f x / h ^ n) (𝓝[>] 0)
      (𝓝 (iteratedDeriv n f x)) := by
  rcases Nat.eq_zero_or_pos n with rfl | hn
  · simp [forwardDifference]
  have hn' : (0 : ℝ) < n := by exact_mod_cast hn
  have hcont : Continuous (iteratedDeriv n f) := hf.continuous_iteratedDeriv n le_rfl
  rw [Metric.tendsto_nhdsWithin_nhds]
  intro ε hε
  obtain ⟨δ, hδ, hclose⟩ := Metric.continuousAt_iff.mp (hcont.continuousAt (x := x)) ε hε
  refine ⟨δ / n, div_pos hδ hn', ?_⟩
  intro h hh hdist
  have hpos : 0 < h := hh
  rw [Real.dist_eq, sub_zero, abs_of_pos hpos, lt_div_iff₀ hn'] at hdist
  -- the intermediate point is squeezed towards x
  obtain ⟨ξ, hξ, e⟩ := forwardDifference_eq_iteratedDeriv n hn h hpos f hf x
  have hq : forwardDifference n h f x / h ^ n = iteratedDeriv n f ξ := by
    rw [e, mul_div_cancel_left₀ _ (pow_pos hpos n).ne']
  rw [hq]
  apply hclose
  rw [Real.dist_eq, abs_of_pos (sub_pos.mpr hξ.1)]
  linarith [hξ.2, mul_comm h (n : ℝ)]
```

## (f) When all differences vanish

For $f$ of class $C^n$, show that

$$\Delta_h^nf(x)=0\ \text{ for all }x\text{ and all }h>0\iff f^{(n)}(x)=0\ \text{ for all }x.$$

**Solution.** If the differences vanish, the quotient in (e) is constantly zero, and uniqueness of limits gives $f^{(n)}(x)=0$. Conversely, (c) gives zero differences for $n\ge1$, while for $n=0$ both sides say $f=0$.

```lean
/-- For an `n` times continuously differentiable `f`, the `n`-fold forward differences vanish
at all points and for all positive steps exactly when the `n`-th derivative vanishes
everywhere. -/
theorem forwardDifference_eq_zero_iff (n : ℕ) (f : ℝ → ℝ) (hf : ContDiff ℝ n f) :
    (∀ x h : ℝ, 0 < h → forwardDifference n h f x = 0) ↔
      ∀ x, iteratedDeriv n f x = 0 := by
  constructor
  · intro hz x
    have l0 : Tendsto (fun h => forwardDifference n h f x / h ^ n) (𝓝[>] 0) (𝓝 0) := by
      refine (tendsto_const_nhds (x := (0 : ℝ))).congr' ?_
      filter_upwards [self_mem_nhdsWithin] with h hh
      rw [hz x h hh, zero_div]
    exact tendsto_nhds_unique (tendsto_forwardDifference_div n f hf x) l0
  · intro hz x h hh
    rcases Nat.eq_zero_or_pos n with rfl | hn
    · simpa [forwardDifference] using hz x
    · obtain ⟨ξ, -, e⟩ := forwardDifference_eq_iteratedDeriv n hn h hh f hf x
      rw [e, hz ξ, mul_zero]

end

end FiniteDifferenceMeanValue
```

```lean
#print axioms FiniteDifferenceMeanValue.forwardDifference_eq_iteratedDeriv
#print axioms FiniteDifferenceMeanValue.centred_second_difference
#print axioms FiniteDifferenceMeanValue.forwardDifference_eq_zero_iff
```

```
'FiniteDifferenceMeanValue.forwardDifference_eq_iteratedDeriv' depends on axioms: [propext, Classical.choice, Quot.sound]
'FiniteDifferenceMeanValue.centred_second_difference' depends on axioms: [propext, Classical.choice, Quot.sound]
'FiniteDifferenceMeanValue.forwardDifference_eq_zero_iff' depends on axioms: [propext, Classical.choice, Quot.sound]
```
